# On m ≥ 1 qubits there are 2^(m−1) Pauli strings made only of X and Y with an even number of Y

A Pauli string puts one of the letters I, X, Y, Z on each of m qubits. The theorem `card_isEvenXY` says that, for m ≥ 1, exactly 2^(m−1) strings use only X and Y and have an even number of Y. It is a pure count of labels, in which no state or Hamiltonian enters. The proof gives each string of X and Y the weight 1 + (−1)^k, with k its number of Y, which is two for even k and zero for odd k. The sum over all strings then splits into products of one-site sums, (1 + 1)^m + (1 − 1)^m = 2^m, and halving gives the count.

As first written in Lean, the proof fails:

```lean
import Mathlib

open Matrix

namespace CardIsEvenXY

/-- The four one-qubit Pauli labels. -/
inductive Pauli
  | I | X | Y | Z
  deriving DecidableEq

instance : Fintype Pauli := ⟨{.I, .X, .Y, .Z}, fun p => by cases p <;> simp⟩

noncomputable section

variable {m : ℕ}

/-- The number of qubits on which a Pauli string carries a `Y`. -/
def yCount (P : Fin m → Pauli) : ℕ := (Finset.univ.filter fun i => P i = .Y).card

/-- The string has only the letters `X` and `Y`, with an even number of `Y`. -/
def IsEvenXY (P : Fin m → Pauli) : Prop :=
  (∀ i, P i = .X ∨ P i = .Y) ∧ Even (yCount P)

instance : DecidablePred (IsEvenXY (m := m)) := fun P => by
  unfold IsEvenXY
  infer_instance

/-- The indicator of the letters `X` and `Y`. -/
def xy : Pauli → ℝ
  | .I => 0
  | .X => 1
  | .Y => 1
  | .Z => 0

/-- A sum over all strings of a product of one-site terms is the product of one-site sums. -/
theorem sum_prod {α R : Type*} [Fintype α] [CommSemiring R] (f : Fin m → α → R) :
    ∑ P : Fin m → α, ∏ i, f i (P i) = ∏ i, ∑ a, f i a := by
  rw [Finset.prod_univ_sum, Fintype.piFinset_univ]

/-- A sign for each `Y` in a string multiplies up to the parity of the number of `Y`. -/
theorem prod_sign {R : Type*} [CommRing R] (P : Fin m → Pauli) :
    ∏ i, (if P i = .Y then (-1 : R) else 1) = (-1) ^ yCount P := by
  simp only [Finset.prod_ite, Finset.prod_const, one_pow, mul_one]
  rfl

/-- The factor `1 + (-1)^k`, with `k` the number of `Y`, times the indicator of strings made of
`X` and `Y`, is two if the string is such a string with `k` even, and zero otherwise. -/
theorem parity_selection (P : Fin m → Pauli) :
    (1 + (-1) ^ yCount P) * ∏ i, xy (P i) = if IsEvenXY P then 2 else 0 := by
  by_cases hxy : ∀ i, P i = .X ∨ P i = .Y
  · have h1 : ∏ i, xy (P i) = 1 := Finset.prod_eq_one fun i _ => by
      rcases hxy i with h | h <;> simp [xy, h]
    rcases Nat.even_or_odd (yCount P) with h | h
    · have hE : IsEvenXY P := ⟨hxy, h⟩
      rw [h1, h.neg_one_pow, if_pos hE]
      norm_num
    · have hE : ¬ IsEvenXY P := fun hP => Nat.not_even_iff_odd.mpr h hP.2
      rw [h.neg_one_pow, if_neg hE, add_neg_cancel, zero_mul]
  · have hE : ¬ IsEvenXY P := fun hP => hxy hP.1
    simp only [not_forall, not_or] at hxy
    obtain ⟨i, hX, hY⟩ := hxy
    have h0 : xy (P i) = 0 := by
      revert hX hY
      generalize P i = p
      cases p <;> simp [xy]
    rw [if_neg hE, Finset.prod_eq_zero (Finset.mem_univ i) h0, mul_zero]

/-- On `m ≥ 1` qubits there are `2^(m-1)` strings of `X` and `Y` with an even number of `Y`. -/
theorem card_isEvenXY (hm : 1 ≤ m) :
    (Finset.univ.filter fun P : Fin m → Pauli => IsEvenXY P).card = 2 ^ (m - 1) := by
  obtain ⟨k, rfl⟩ : ∃ k, m = k + 1 := ⟨m - 1, by omega⟩
  have hu : (Finset.univ : Finset Pauli) = {.I, .X, .Y, .Z} := rfl
  have h1 : ∑ p, xy p = 2 := by
    rw [hu]
    norm_num [xy, Finset.sum_insert, reduceCtorEq]
  have h2 : ∑ p : Pauli, (if p = .Y then (-1 : ℝ) else 1) * xy p = 0 := by
    rw [hu]
    simp [xy]
  have split : ∀ P : Fin (k + 1) → Pauli, (if IsEvenXY P then (2 : ℝ) else 0)
      = ∏ i, xy (P i) + ∏ i, ((if P i = .Y then (-1 : ℝ) else 1) * xy (P i)) := by
    intro P
    rw [← parity_selection, Finset.prod_mul_distrib, prod_sign]
    ring
  -- twice the number of strings is `(1 + 1)^m + (1 - 1)^m`
  have h : ∑ P : Fin (k + 1) → Pauli, (if IsEvenXY P then (2 : ℝ) else 0) = 2 ^ (k + 1) := by
    rw [Finset.sum_congr rfl fun P _ => split P, Finset.sum_add_distrib,
      sum_prod (fun _ => xy),
      sum_prod (fun _ (p : Pauli) => (if p = .Y then (-1 : ℝ) else 1) * xy p), h1, h2,
      Finset.prod_const, Finset.prod_const, Finset.card_univ, Fintype.card_fin,
      zero_pow (Nat.succ_ne_zero k), add_zero]
  rw [← Finset.sum_filter, Finset.sum_const, nsmul_eq_mul, pow_succ] at h
  have h3 := mul_right_cancel₀ two_ne_zero h
  rw [Nat.add_sub_cancel]
  exact_mod_cast h3

end

end CardIsEvenXY
```

The error:

```
Main.lean:74:29: error: unsolved goals
k : ℕ
hm : 1 ≤ k + 1
hu : Finset.univ = {Pauli.I, Pauli.X, Pauli.Y, Pauli.Z}
⊢ (∑ p ∈ {Pauli.X, Pauli.Y, Pauli.Z},
      match p with
      | Pauli.I => 0
      | Pauli.X => 1
      | Pauli.Y => 1
      | Pauli.Z => 0) =
    2
```

Diagnosis. The error is in `h1`, the one-site sum 0 + 1 + 1 + 0 = 2. The goal left over shows that `norm_num` removed the letter I and then stopped at the sum over X, Y, Z.

To split off X, `Finset.sum_insert` needs a proof that X is not in {Y, Z}, and so that the constructors differ. That is the work of `reduceCtorEq`, which is a simproc, not a lemma, and `norm_num` does not run simprocs, even when they are listed. The letter I could go without this, because its term is zero and a simp lemma drops such a term whether or not the element is repeated.

The repair calls `simp [xy]`, which does run `reduceCtorEq`, so the whole sum unfolds to 1 + 1. The added rewrite `← one_add_one_eq_two` turns the 2 on the right into 1 + 1 beforehand, so the two sides match and `simp` need not do the real-number addition that `norm_num` was there to do.

Lean accepts the file once it reads:

```diff
@@ -73,6 +73,6 @@
   have hu : (Finset.univ : Finset Pauli) = {.I, .X, .Y, .Z} := rfl
   have h1 : ∑ p, xy p = 2 := by
-    rw [hu]
-    norm_num [xy, Finset.sum_insert, reduceCtorEq]
+    rw [hu, ← one_add_one_eq_two]
+    simp [xy]
   have h2 : ∑ p : Pauli, (if p = .Y then (-1 : ℝ) else 1) * xy p = 0 := by
     rw [hu]
```
